# A coordination-only site energy on N neighbours has no increments above order k exactly when it is a polynomial of degree at most k in the coordination number

Take an atom with two possible neighbours, $a$ and $b$, and suppose that its energy depends only on how many of them are present: $g(0)$, $g(1)$ or $g(2)$. The part of the energy that belongs to the pair, and not to either neighbour alone, is found by inclusion and exclusion:

$$V(\{a,b\}) = g(2) - g(1) - g(1) + g(0) = [g(2)-g(1)] - [g(1)-g(0)].$$

The right-hand side is a second difference. It compares the energy gained from the second neighbour with the energy gained from the first, and it vanishes exactly when the three values of $g$ lie on a straight line. For $g(n) = -\sqrt n$ it equals $2-\sqrt2 \approx 0.586$: the second bond is weaker than the first.

The same holds at every order. Let $\Omega$ be a finite set of $N$ neighbours. The increment of a set of $m$ neighbours is the $m$-th forward difference of $g$ at zero, and all increments above order $k$ vanish on $\Omega$ if and only if $g$ agrees on $0,\dots,N$ with a real polynomial of degree at most $k$. This bears on the truncation of interatomic potentials at a finite body order, for site energies on a finite neighbour set that see nothing but the coordination number.

## Energies on sets of neighbours

Neighbours are elements of an arbitrary type `α` whose elements can be tested for equality. They carry no positions, distances or species. An environment is a finite subset, of type `Finset α`.

```lean
import Mathlib

open Polynomial

namespace CoordinationSiteEnergy

noncomputable section

variable {α : Type*} [DecidableEq α]
```

For any site energy $E(S)$, the increment of a set $T$ is

$$V(T) = \sum_{S\subseteq T} (-1)^{|T|-|S|}\,E(S).$$

Thus $V(\emptyset)=E(\emptyset)$ is the energy of the bare atom, and $V(\{a\})=E(\{a\})-E(\emptyset)$ is the contribution of a single neighbour. The order counts neighbours and leaves out the central atom, so an increment of order $m$ is an $(m+1)$-body term in the usual count of atoms. The exponent is a subtraction of natural numbers, which Lean would cut off at zero, but $|S|\le|T|$ for every term in the sum.

```lean
/-- The many-body increment of a site energy `E` for the set `T` of neighbours:
the inclusion-exclusion sum of `E` over all subsets of `T`. -/
def increment (E : Finset α → ℝ) (T : Finset α) : ℝ :=
  ∑ S ∈ T.powerset, (-1 : ℝ) ^ (T.card - S.card) * E S
```

The physical restriction enters through $E(S)=g(|S|)$. It stands for neighbours that all affect the central atom in the same way, for instance one species on a single shell, with no dependence on angles.

```lean
/-- A site energy that depends on the neighbours only through their number. -/
def coordEnergy (g : ℕ → ℝ) (S : Finset α) : ℝ := g S.card
```

The forward difference $(\Delta g)(n)=g(n+1)-g(n)$ is the energy change when one more neighbour arrives at an atom that already has $n$. In the code $\Delta$ is `step`, and its $m$-fold iterate $\Delta^m$ is written `step^[m]`.

```lean
/-- The forward difference: the energy change when the coordination number
rises from `n` to `n + 1`. -/
def step (g : ℕ → ℝ) (n : ℕ) : ℝ := g (n + 1) - g n
```

## One more neighbour means one more difference

Let $a\notin T$. Each subset of $T\cup\{a\}$ is either some $S\subseteq T$ or $S\cup\{a\}$ for such an $S$. In the first case the sign is $(-1)^{|T|+1-|S|}=-(-1)^{|T|-|S|}$; in the second it is $(-1)^{|T|-|S|}$. Collecting the two terms for each $S$ gives

$$V(T\cup\{a\})=\sum_{S\subseteq T}(-1)^{|T|-|S|}\,\bigl[E(S\cup\{a\})-E(S)\bigr].$$

This is the increment over $T$ of a new energy function, the change caused by adding $a$. The identity holds for every site energy, whether or not it depends on coordination alone. In the proof, `Finset.sum_powerset_insert` makes the split, and the calls to `omega` settle the exponents.

```lean
/-- The increment of a set with one more neighbour `a` is the increment, over the
old set, of the energy change caused by adding `a`. -/
theorem increment_insert (E : Finset α → ℝ) {a : α} {T : Finset α} (ha : a ∉ T) :
    increment E (insert a T) = increment (fun S => E (insert a S) - E S) T := by
  simp only [increment]
  rw [Finset.sum_powerset_insert ha, ← Finset.sum_add_distrib]
  apply Finset.sum_congr rfl
  intro S hS
  have hST := Finset.mem_powerset.mp hS
  have haS : a ∉ S := fun h => ha (hST h)
  have hc := Finset.card_le_card hST
  -- the subsets without `a` acquire one extra minus sign
  rw [Finset.card_insert_of_notMem ha, Finset.card_insert_of_notMem haS,
    show T.card + 1 - S.card = (T.card - S.card) + 1 by omega,
    show T.card + 1 - (S.card + 1) = T.card - S.card by omega, pow_succ]
  ring
```

For a coordination-only energy the bracket is $g(|S|+1)-g(|S|)=(\Delta g)(|S|)$, which is again a coordination-only energy, now with $\Delta g$ in place of $g$. Starting from $V(\emptyset)=g(0)$ and adding neighbours one at a time, we obtain

$$V(T)=(\Delta^{|T|}g)(0).$$

The proof turns on the words `generalizing g` in the induction. Without them the induction hypothesis would concern the original $g$ only, whereas the step needs it for $\Delta g$. With them, the hypothesis `ih` covers every function of the coordination number. `Function.iterate_succ_apply` then writes $\Delta^{m+1}g$ as $\Delta^m(\Delta g)$, with the extra difference on the inside, where `ih` can take it up. The remaining comparison is made term by term, because the bracket is guaranteed to equal $(\Delta g)(|S|)$ only when $S$ doesn't already contain $a$; otherwise it is zero.

```lean
/-- For a coordination-only site energy, the increment of a set `T` of neighbours is
the forward difference of `g` at zero, of order the number of neighbours in `T`. -/
theorem increment_coordEnergy (g : ℕ → ℝ) (T : Finset α) :
    increment (coordEnergy g) T = step^[T.card] g 0 := by
  induction T using Finset.induction_on generalizing g with
  | empty => simp [increment, coordEnergy]
  | insert a T ha ih =>
    rw [increment_insert _ ha, Finset.card_insert_of_notMem ha,
      Function.iterate_succ_apply, ← ih]
    simp only [increment]
    apply Finset.sum_congr rfl
    intro S hS
    have haS : a ∉ S := fun h => ha (Finset.mem_powerset.mp hS h)
    simp only [coordEnergy, step, Finset.card_insert_of_notMem haS]
```

In a calculation this replaces a sum over $2^m$ subsets by a difference table built from $m+1$ energies. For $g(n)=-\sqrt n$ the values $0,\,-1,\,-\sqrt2,\,-\sqrt3$ give the first differences $-1,\;1-\sqrt2,\;\sqrt2-\sqrt3$. The leading entries of the next two rows are $2-\sqrt2\approx0.586$ and $3\sqrt2-3-\sqrt3\approx-0.489$, the increments of a pair and of a triple. If the energies come from a simulation, their errors matter: the binomial weights in an $m$-th difference add up to $2^m$ in absolute value, so an error of at most $\varepsilon$ in each energy can grow to $2^m\varepsilon$ in the increment.

## Recovering the energy from its increments

Newton's expansion runs in the opposite direction. For every $M>n$,

$$g(n)=\sum_{j=0}^{M-1}\binom nj(\Delta^jg)(0).$$

The binomial coefficient counts the sets of $j$ neighbours among $n$, and each of them contributes the same increment. Terms with $j>n$ are zero, so the upper limit is free as long as it exceeds $n$.

The proof is by induction on $n$. At $n=0$ only the term $j=0$ survives, and it is $g(0)$. For the step, separate the term $j=0$ and apply Pascal's rule $\binom{n+1}{j+1}=\binom nj+\binom n{j+1}$ to the others:

$$\sum_{j=0}^{M}\binom{n+1}{j}(\Delta^jg)(0)
=\sum_{j=0}^{M-1}\binom nj(\Delta^{j}\Delta g)(0)+\sum_{j=0}^{M}\binom nj(\Delta^jg)(0).$$

By the induction hypothesis, used once for $\Delta g$ and once for $g$, the right-hand side is $(\Delta g)(n)+g(n)=g(n+1)$. These two uses are `h1` and `h2` in the code, and again they require an induction that is general in $g$. `linarith` adds them up.

```lean
/-- Newton's expansion: the energy at coordination `n` is the sum of the forward
differences at zero, weighted by the number of `j`-element subsets of `n` neighbours. -/
theorem newton_expansion (g : ℕ → ℝ) (n M : ℕ) (h : n < M) :
    g n = ∑ j ∈ Finset.range M, (n.choose j : ℝ) * step^[j] g 0 := by
  induction n generalizing g M with
  | zero =>
    cases M with
    | zero => omega
    | succ M =>
      rw [Finset.sum_range_succ']
      simp
  | succ n ih =>
    cases M with
    | zero => omega
    | succ M =>
      -- Pascal's rule splits the sum into the expansions of `step g` and `g`
      have h1 := ih (step g) M (by omega)
      have h2 := ih g (M + 1) (by omega)
      have h3 : step g n = g (n + 1) - g n := rfl
      rw [Finset.sum_range_succ'] at h2 ⊢
      simp only [Nat.choose_succ_succ', Nat.cast_add, add_mul, Finset.sum_add_distrib,
        Function.iterate_succ_apply, Nat.choose_zero_right] at h2 ⊢
      linarith
```

Now suppose that $V(T)=0$ for every $T\subseteq\Omega$ with more than $k$ elements, and let $n\le N$. Take $M=n+k+1$ in Newton's expansion and look at a term with $j>k$. If $j\le n$, then $j\le N$, so $\Omega$ contains a set of $j$ neighbours; its increment is $(\Delta^jg)(0)$, which is therefore zero. If $j>n$, the binomial coefficient is zero. What remains is

$$g(n)=\sum_{j=0}^{k}\binom nj(\Delta^jg)(0),\qquad 0\le n\le N.$$

The set of $j$ neighbours is supplied by `Finset.exists_subset_card_eq`. This is where the size of $\Omega$ enters: differences of order above $N$ are not constrained by the hypothesis, and they are not needed.

```lean
/-- If all increments above order `k` vanish on the neighbour set `Ω`, then Newton's
expansion stops at order `k` for every coordination number available in `Ω`. -/
theorem truncated_expansion (g : ℕ → ℝ) (Ω : Finset α) (k : ℕ)
    (h : ∀ T ⊆ Ω, k < T.card → increment (coordEnergy g) T = 0)
    {n : ℕ} (hn : n ≤ Ω.card) :
    g n = ∑ j ∈ Finset.range (k + 1), (n.choose j : ℝ) * step^[j] g 0 := by
  refine (newton_expansion g n (n + k + 1) (by omega)).trans
    (Finset.sum_subset ?_ ?_).symm
  · intro j hj
    simp only [Finset.mem_range] at *
    omega
  · intro j _ hj
    have hkj : k < j := by
      simp only [Finset.mem_range] at hj
      omega
    by_cases hjn : j ≤ n
    · -- a set of `j` neighbours exists, and its increment is the difference
      obtain ⟨T, hT, hc⟩ := Finset.exists_subset_card_eq (hjn.trans hn)
      have h0 := h T hT (by omega)
      rw [increment_coordEnergy, hc] at h0
      rw [h0, mul_zero]
    · rw [Nat.choose_eq_zero_of_lt (by omega)]
      simp
```

## Differencing lowers the degree

For the converse, let $p$ be a nonzero real polynomial with leading term $cx^d$. Then $p(x+1)$ has the same leading term, so in $p(x+1)-p(x)$ it cancels and the degree drops by at least one. A constant goes to zero. After $m>d$ differences nothing is left, and $(\Delta^mp)(0)=0$.

The lemma is stated with `degree`, which assigns the zero polynomial a value below every natural number. The hypothesis `p.degree < m` then covers the zero polynomial at $m=0$, where the induction ends. In the induction step, `p.comp (X + C 1)` is $p(x+1)$; `hlead` and `hdeg` establish that the shift preserves the leading coefficient and the degree, and `Polynomial.degree_sub_lt_left` concludes that the degree of the difference is smaller.

```lean
/-- The forward differences of a polynomial vanish at zero for every order above
its degree. -/
theorem step_iterate_polynomial (m : ℕ) (p : ℝ[X]) (hp : p.degree < (m : WithBot ℕ)) :
    step^[m] (fun n : ℕ => p.eval (n : ℝ)) 0 = 0 := by
  induction m generalizing p with
  | zero =>
    have h0 : p = 0 := by
      by_contra hne
      rw [degree_eq_natDegree hne] at hp
      have : p.natDegree < 0 := by exact_mod_cast hp
      omega
    simp [h0]
  | succ m ih =>
    have hs : step (fun n : ℕ => p.eval (n : ℝ))
        = fun n : ℕ => (p.comp (X + C 1) - p).eval (n : ℝ) := by
      funext n
      simp [step]
    rw [Function.iterate_succ_apply, hs]
    apply ih
    by_cases hne : p = 0
    · simp [hne]
    -- the shifted polynomial has the same leading term, so the degree drops
    have hlead : (p.comp (X + C 1)).leadingCoeff = p.leadingCoeff := by
      rw [leadingCoeff_comp (by rw [natDegree_X_add_C]; exact one_ne_zero),
        leadingCoeff_X_add_C, one_pow, mul_one]
    have hne' : p.comp (X + C 1) ≠ 0 := by
      intro h0
      rw [h0, leadingCoeff_zero] at hlead
      exact hne (leadingCoeff_eq_zero.mp hlead.symm)
    have hdeg : (p.comp (X + C 1)).degree = p.degree := by
      rw [degree_eq_natDegree hne', degree_eq_natDegree hne, natDegree_comp,
        natDegree_X_add_C, mul_one]
    have hlt := Polynomial.degree_sub_lt_left hdeg hne' hlead
    rw [hdeg] at hlt
    refine lt_of_lt_of_le hlt ?_
    rw [degree_eq_natDegree hne] at hp ⊢
    have h1 : p.natDegree < m + 1 := by exact_mod_cast hp
    exact_mod_cast Nat.le_of_lt_succ h1
```

## Increments stop at order k exactly for polynomials of degree at most k

Both directions can now be assembled. If the increments above order $k$ vanish, rewrite the binomial coefficients in the truncated expansion as falling factorials, $\binom nj=n(n-1)\cdots(n-j+1)/j!$, and define

$$p(x)=\sum_{j=0}^{k}\frac{(\Delta^jg)(0)}{j!}\,x(x-1)\cdots(x-j+1).$$

Each falling factorial has degree $j\le k$, so $p$ has degree at most $k$, and $p(n)=g(n)$ for $n=0,\dots,N$. Mathlib's name for the falling factorial as a polynomial is `descPochhammer`.

Conversely, let $g$ agree with such a polynomial $p$ on $0,\dots,N$, and let $T\subseteq\Omega$ have more than $k$ elements. Every $S\subseteq T$ has at most $N$ elements, so $V(T)$ samples $g$ only where it equals $p$. Hence $V(T)=(\Delta^{|T|}p)(0)=0$, because $|T|>k$ exceeds the degree. The equation `hE` is this replacement of $g$ by $p$.

In words, the theorem takes any function `g` from the natural numbers to the reals, any finite set `Ω` and any natural number `k`. The left side says that each subset of `Ω` with more than `k` elements has increment zero. The right side says that some real polynomial with `natDegree` at most `k` reproduces `g` at every coordination number up to the size of `Ω`. Beyond that size `g` may do anything.

```lean
/-- All increments above order `k` of a coordination-only site energy vanish on the
neighbour set `Ω` exactly when `g` agrees, on the coordination numbers from zero to the
size of `Ω`, with a polynomial of degree at most `k`. -/
theorem increments_vanish_iff_polynomial (g : ℕ → ℝ) (Ω : Finset α) (k : ℕ) :
    (∀ T ⊆ Ω, k < T.card → increment (coordEnergy g) T = 0) ↔
      ∃ p : ℝ[X], p.natDegree ≤ k ∧ ∀ n ≤ Ω.card, g n = p.eval (n : ℝ) := by
  constructor
  · intro h
    -- write the binomial coefficients as falling factorials
    refine ⟨∑ j ∈ Finset.range (k + 1),
      C (step^[j] g 0 / (j.factorial : ℝ)) * descPochhammer ℝ j, ?_, ?_⟩
    · apply natDegree_sum_le_of_forall_le
      intro j hj
      have hjk : j ≤ k := Nat.le_of_lt_succ (Finset.mem_range.mp hj)
      exact (natDegree_C_mul_le _ _).trans ((descPochhammer_natDegree _ _).le.trans hjk)
    · intro n hn
      rw [truncated_expansion g Ω k h hn, Polynomial.eval_finsetSum]
      apply Finset.sum_congr rfl
      intro j _
      have hf : (j.factorial : ℝ) ≠ 0 := by exact_mod_cast j.factorial_ne_zero
      rw [eval_mul, eval_C, descPochhammer_eval_eq_descFactorial,
        Nat.descFactorial_eq_factorial_mul_choose, Nat.cast_mul, ← mul_assoc,
        div_mul_cancel₀ _ hf, mul_comm]
  · rintro ⟨p, hp, hg⟩ T hT hk
    -- the increment samples `g` only at coordination numbers available in `Ω`
    have hE : increment (coordEnergy g) T
        = increment (coordEnergy fun n : ℕ => p.eval (n : ℝ)) T := by
      simp only [increment, coordEnergy]
      apply Finset.sum_congr rfl
      intro S hS
      rw [hg S.card (Finset.card_le_card ((Finset.mem_powerset.mp hS).trans hT))]
    rw [hE, increment_coordEnergy]
    apply step_iterate_polynomial
    refine lt_of_le_of_lt degree_le_natDegree ?_
    exact_mod_cast lt_of_le_of_lt hp hk
```

If $k\ge N$, no subset of $\Omega$ has more than $k$ elements, and the left side is true for every $g$. The right side is then the familiar fact that $N+1$ values can be interpolated by a polynomial of degree at most $N$. The equivalence therefore restricts $g$ only when $k<N$. It also concerns exact vanishing: it gives no bound on the error made when small but nonzero increments are neglected.

## The square-root bond energy

In the second-moment picture of metallic bonding, the bond energy of an atom scales with the width of its local density of states. With $n$ equivalent neighbours that width is proportional to $\sqrt n$. In units of the prefactor this gives $g(n)=-\sqrt n$, taken here as a given form and not derived from a Hamiltonian. The pair increment is

$$V(T)=\bigl(-\sqrt2+1\bigr)-\bigl(-1+0\bigr)=2-\sqrt2,\qquad |T|=2.$$

The `change` step unfolds the second difference into these four values, and `ring` collects them.

```lean
/-- For the square-root bond energy `-√n`, the increment of every pair of neighbours
equals `2 - √2`. -/
theorem sqrt_pair_increment (T : Finset α) (hT : T.card = 2) :
    increment (coordEnergy fun n : ℕ => -Real.sqrt (n : ℝ)) T = 2 - Real.sqrt 2 := by
  rw [increment_coordEnergy, hT]
  change (-Real.sqrt ((2 : ℕ) : ℝ) - -Real.sqrt ((1 : ℕ) : ℝ))
    - (-Real.sqrt ((1 : ℕ) : ℝ) - -Real.sqrt ((0 : ℕ) : ℝ)) = 2 - Real.sqrt 2
  rw [Nat.cast_ofNat, Nat.cast_one, Nat.cast_zero, Real.sqrt_one, Real.sqrt_zero]
  ring

end

end CoordinationSiteEnergy
```

Since $2-\sqrt2\neq0$, the equivalence with $k=1$ says that on two or more neighbours no polynomial of degree at most one reproduces $-\sqrt n$. A constant plus a sum of single-neighbour terms, all equal, would be such a polynomial. A potential of that form therefore cannot match this model at the coordination numbers 0, 1 and 2 together, whatever value is fitted for the bond.

```lean
#print axioms CoordinationSiteEnergy.increments_vanish_iff_polynomial
#print axioms CoordinationSiteEnergy.sqrt_pair_increment
```

```
'CoordinationSiteEnergy.increments_vanish_iff_polynomial' depends on axioms: [propext, Classical.choice, Quot.sound]
'CoordinationSiteEnergy.sqrt_pair_increment' depends on axioms: [propext, Classical.choice, Quot.sound]
```
